# The overlap of two equal-width Gauss
orbitals drops with distance by at most aR²/2 and at least (aR²/2)·exp(−aR²/2)

Two normalised one-dimensional Gaussian orbitals share the exponent a > 0 and have their centres a distance |R| apart, with R ≠ 0. The lemma `overlap_gap` compares their overlap S with its value 1 at zero separation. With u = aR²/2, it states that 1 − S is positive, that it is at most u, and that (1 − S)·exp(u) is at least u. The proof uses the earlier result S = exp(−u), gets positivity from exp(−u) < 1, and gets the two bounds from the inequality 1 + x ≤ exp(x), taken at x = −u and at x = u.

The failing Lean file:

```lean
import Mathlib

open Real Filter Topology MeasureTheory Matrix

noncomputable section

namespace OverlapGap

/-- Normalization constant `(2a/π)^(1/4)` of a one-dimensional Gaussian with exponent `a > 0`. -/
def normConst (a : ℝ) : ℝ := Real.sqrt (Real.sqrt (2 * a / π))

/-- The normalized Gaussian orbital with exponent `a > 0` centred at `c`. -/
def orbital (a c x : ℝ) : ℝ := normConst a * Real.exp (-a * (x - c) ^ 2)

/-- Overlap integral of the two Gaussian orbitals centred at `0` and `R`. -/
def overlap (a R : ℝ) : ℝ := ∫ x, orbital a 0 x * orbital a R x

/-- The squared normalization constant compensates the Gaussian integral, for `a > 0`. -/
theorem normConst_sq {a : ℝ} (ha : 0 < a) :
    normConst a * normConst a * Real.sqrt (π / (2 * a)) = 1 := by
  have h1 : 2 * a / π * (π / (2 * a)) = 1 := by
    have := Real.pi_pos.ne'
    field_simp
  rw [normConst, Real.mul_self_sqrt (Real.sqrt_nonneg _), ← Real.sqrt_mul (by positivity), h1,
    Real.sqrt_one]

/-- Gaussian product rule: the product of two displaced Gaussians is a Gaussian at the midpoint,
damped by `exp(-aR²/2)`. -/
theorem orbital_mul (a R x : ℝ) :
    orbital a 0 x * orbital a R x = normConst a * normConst a * Real.exp (-(a * R ^ 2 / 2)) *
      Real.exp (-(2 * a) * (x - R / 2) ^ 2) := by
  have h : Real.exp (-a * (x - 0) ^ 2) * Real.exp (-a * (x - R) ^ 2) =
      Real.exp (-(a * R ^ 2 / 2)) * Real.exp (-(2 * a) * (x - R / 2) ^ 2) := by
    rw [← Real.exp_add, ← Real.exp_add]
    congr 1
    ring
  unfold orbital
  linear_combination normConst a * normConst a * h

/-- For `a > 0` the overlap integral is `S = exp(-u)` with `u = aR²/2`. -/
theorem overlap_eq {a : ℝ} (ha : 0 < a) (R : ℝ) :
    overlap a R = Real.exp (-(a * R ^ 2 / 2)) := by
  have hs : ∫ x : ℝ, Real.exp (-(2 * a) * (x - R / 2) ^ 2) = Real.sqrt (π / (2 * a)) := by
    rw [← integral_gaussian (2 * a)]
    exact integral_sub_right_eq_self (fun x : ℝ => Real.exp (-(2 * a) * x ^ 2)) (R / 2)
  simp only [overlap, orbital_mul]
  rw [integral_const_mul, hs]
  linear_combination Real.exp (-(a * R ^ 2 / 2)) * normConst_sq ha

/-- For `a > 0` and `R ≠ 0` the gap `1 - S` is positive, at most `u = aR²/2`, and at least
`u exp(-u)`. -/
theorem overlap_gap {a R : ℝ} (ha : 0 < a) (hR : R ≠ 0) :
    0 < overlap a 0 - overlap a R ∧ overlap a 0 - overlap a R ≤ a * R ^ 2 / 2 ∧
      a * R ^ 2 / 2 ≤ (overlap a 0 - overlap a R) * Real.exp (a * R ^ 2 / 2) := by
  have hS : overlap a 0 - overlap a R = 1 - Real.exp (-(a * R ^ 2 / 2)) := by
    rw [overlap_eq ha 0, overlap_eq ha R]
    simp
  have hu : 0 < a * R ^ 2 / 2 := by positivity
  have he : Real.exp (-(a * R ^ 2 / 2)) * Real.exp (a * R ^ 2 / 2) = 1 := by
    rw [← Real.exp_add, neg_add_cancel, Real.exp_zero]
  rw [hS]
  refine ⟨sub_pos.2 (Real.exp_lt_one (by linarith)), ?_, ?_⟩
  · linarith [Real.add_one_le_exp (-(a * R ^ 2 / 2))]
  · nlinarith [Real.add_one_le_exp (a * R ^ 2 / 2)]

end OverlapGap
```

Lean reports:

```
Main.lean:62:21: error(lean.unknownIdentifier): Unknown constant `Real.exp_lt_one`
```

The message says that Lean knows no constant called `Real.exp_lt_one`. The proof used that name for the step from −u < 0 to exp(−u) < 1, which `sub_pos.2` then turns into 0 < 1 − exp(−u). The mathematics of the step is right, but the lemma it calls on does not exist under that name in the Mathlib used here.

The repair calls `Real.exp_lt_one_iff` instead, which says that exp(x) < 1 holds exactly when x < 0. Because this is an equivalence, `.2` is needed to pick the direction from x < 0 to exp(x) < 1. The argument `(by linarith)` stays as it was, and it proves −u < 0 from the hypothesis `hu`, which says that u is positive. Nothing else in the proof changes.

This version goes through:

```diff
@@ -60,5 +60,5 @@
     rw [← Real.exp_add, neg_add_cancel, Real.exp_zero]
   rw [hS]
-  refine ⟨sub_pos.2 (Real.exp_lt_one (by linarith)), ?_, ?_⟩
+  refine ⟨sub_pos.2 (Real.exp_lt_one_iff.2 (by linarith)), ?_, ?_⟩
   · linarith [Real.add_one_le_exp (-(a * R ^ 2 / 2))]
   · nlinarith [Real.add_one_le_exp (a * R ^ 2 / 2)]
```
